# The total interaction of one spin-orbital with all the others in a shell of M orbitals

A finite shell has M orbitals with two spin states each, and two distinct spin-orbitals interact with energy U in the same orbital, U − 3J in different orbitals with equal spin, and U − 2J in different orbitals with opposite spin. The declaration states that the pair energies of one fixed spin-orbital with all the others, each counted once, add up to (2M − 1)U − 5(M − 1)J, for any real U and J. The attempt first sums over the two spins of each partner orbital, then over the orbitals, which gives a full sum that includes the spin-orbital paired with itself. It then subtracts that self-term, to which the definition gives the value U.

The failing Lean file:

```lean
import Mathlib

open Finset

namespace HubbardDoubleCounting

noncomputable section

/-- A spin-orbital of a shell with `M` orbitals: an orbital index and one of two spins. -/
abbrev SpinOrbital (M : ℕ) := Fin M × Bool

/-- Interaction of two distinct spin-orbitals: `U` in the same orbital, `U - 3J` in different
orbitals with equal spin, `U - 2J` in different orbitals with opposite spin. -/
def pairEnergy {M : ℕ} (U J : ℝ) (a b : SpinOrbital M) : ℝ :=
  if a.1 = b.1 then U else if a.2 = b.2 then U - 3 * J else U - 2 * J

/-- The interaction of one spin-orbital with all the others is `(2M - 1) U - 5 (M - 1) J`. -/
theorem interaction_with_rest {M : ℕ} (U J : ℝ) (a : SpinOrbital M) :
    ∑ b ∈ univ.erase a, pairEnergy U J a b
      = (2 * (M : ℝ) - 1) * U - 5 * ((M : ℝ) - 1) * J := by
  -- sum over the two spins of a partner orbital first
  have hspin : ∀ j : Fin M, ∑ s : Bool, pairEnergy U J a (j, s)
      = (2 * U - 5 * J) + if a.1 = j then 5 * J else 0 := by
    intro j
    obtain ⟨i, s⟩ := a
    by_cases h : i = j <;> cases s <;> simp [pairEnergy, h] <;> ring
  have hfull : ∑ b, pairEnergy U J a b = (M : ℝ) * (2 * U - 5 * J) + 5 * J := by
    rw [Fintype.sum_prod_type, Finset.sum_congr rfl (fun j _ => hspin j)]
    simp [Finset.sum_add_distrib]
  -- then remove the self-interaction term
  have hsplit := Finset.add_sum_erase univ (fun b => pairEnergy U J a b) (mem_univ a)
  have hself : pairEnergy U J a a = U := by simp [pairEnergy]
  simp only [hself, hfull] at hsplit
  linear_combination hsplit

end

end HubbardDoubleCounting
```

The error:

```
Main.lean:27:78: error: unsolved goals
M : ℕ
U J : ℝ
a : SpinOrbital M
hspin : ∀ (j : Fin M), ∑ s, pairEnergy U J a (j, s) = 2 * U - 5 * J + if a.1 = j then 5 * J else 0
⊢ ↑M * (2 * U) - ↑M * (5 * J) = ↑M * (2 * U - 5 * J)
```

The repair, with which the file compiles:

```diff
@@ -28,4 +28,5 @@
     rw [Fintype.sum_prod_type, Finset.sum_congr rfl (fun j _ => hspin j)]
     simp [Finset.sum_add_distrib]
+    ring
   -- then remove the self-interaction term
   have hsplit := Finset.add_sum_erase univ (fun b => pairEnergy U J a b) (mem_univ a)
```

The error is in the proof of `hfull`, the value of the full sum. The message `unsolved goals` means that the tactics there ran but left something to prove, here `↑M * (2 * U) - ↑M * (5 * J) = ↑M * (2 * U - 5 * J)`.

The sums have already been evaluated at this point. On the left, `simp` has split the sum over the subtraction as well as the addition, so `↑M` multiplies `2 * U` and `5 * J` separately. On the right, `↑M` still multiplies the whole bracket, as `hfull` was written. The two sides are equal by distributivity, but `simp` did not multiply out the bracket with the lemmas it had, so the two forms never met.

The diff adds `ring` after `simp`. This tactic proves identities that follow from the laws of commutative rings, distributivity among them, so it closes the remaining goal.
